# The kinetic energy per particle of a finite-temperature Thomas-Fermi gas tends to $3T/2$ as $\mu\to-\infty$

## Hot electrons at low density

Where a hot plasma is dilute, its electrons should behave as a classical gas, with a mean kinetic energy of $3T/2$ per electron ($T$ in energy units). A Thomas-Fermi model that missed this value would give the wrong energy there, and the wrong pressure too, since the pressure of a non-relativistic ideal gas is two thirds of its kinetic energy density. The model's formulas do not display the value. As the local chemical potential $\mu$ goes to $-\infty$, the particle density and the kinetic energy density both vanish, and their quotient takes the form $0/0$.

## The local gas and its Fermi integrals

Free electrons in three dimensions have a density of states $c\sqrt\varepsilon$ per unit volume, where $\varepsilon$ is the kinetic energy and $c>0$ collects the mass, Planck's constant and the spin factor. With Fermi-Dirac occupation,

$$n=\int_0^\infty\frac{c\sqrt\varepsilon\,d\varepsilon}{e^{(\varepsilon-\mu)/T}+1},\qquad
t=\int_0^\infty\frac{\varepsilon\,c\sqrt\varepsilon\,d\varepsilon}{e^{(\varepsilon-\mu)/T}+1}.$$

These are `density c T μ` and `kineticDensity c T μ`. In reduced variables, `occupation η x` is $f_\eta(x)=1/(e^{x-\eta}+1)$, and `fermiIntegral j η` is

$$F_j(\eta)=\int_0^\infty x^j f_\eta(x)\,dx .$$

Many texts divide $F_j$ by $\Gamma(j+1)$. That prefactor is absent here; with it, the ratio of neighbouring integrals would tend to 1.

## Bounds at every $\eta$, and the limit

For real $j>-1$ and every real $\eta$, `fermi_ratio_bounds` states

$$\frac{j+1}{1+e^\eta}\le\frac{F_{j+1}(\eta)}{F_j(\eta)}\le(j+1)(1+e^\eta),$$

and `tendsto_fermi_ratio` states that the ratio tends to $j+1$ as $\eta\to-\infty$, which Lean writes as `atBot`. The condition $j>-1$ makes the integrals converge at $x=0$.

For $c,T>0$, `energy_per_particle` is the identity $t/n=T\,F_{3/2}(\mu/T)/F_{1/2}(\mu/T)$. The last two theorems carry the bounds and the limit over to $t/n$, with $3T/2$ in place of $j+1$ and $\mu/T$ in place of $\eta$. The limit is taken at fixed $T$.

The electrons are non-interacting and non-relativistic. The step from here to an atom or a plasma is the local approximation: each point of an inhomogeneous system is treated as a uniform gas whose $\mu$ is the global chemical potential minus the local potential energy.

## Comparing Fermi-Dirac with Boltzmann

Let $b=e^{\eta-x}$ be the Boltzmann factor. Then $f_\eta(x)=b/(1+b)$, and for $x\ge0$ we have $0<b\le e^\eta$. Hence

$$\frac{b}{1+e^\eta}\le f_\eta(x)\le b .$$

Multiply by $x^j$ and integrate, using $\int_0^\infty x^je^{-x}dx=\Gamma(j+1)$:

$$\frac{e^\eta\,\Gamma(j+1)}{1+e^\eta}\le F_j(\eta)\le e^\eta\,\Gamma(j+1).$$

The same holds with $j+1$ in place of $j$. Dividing the upper bound on $F_{j+1}$ by the lower bound on $F_j$ gives

$$\frac{F_{j+1}(\eta)}{F_j(\eta)}\le\frac{\Gamma(j+2)}{\Gamma(j+1)}(1+e^\eta)=(j+1)(1+e^\eta),$$

because $\Gamma(j+2)=(j+1)\Gamma(j+1)$. Dividing the lower bound on $F_{j+1}$ by the upper bound on $F_j$ gives the other inequality. As $\eta\to-\infty$, $e^\eta\to0$ and both sides close on $j+1$.

For the physical gas, substitute $\varepsilon=Tx$:

$$n=cT^{3/2}F_{1/2}(\mu/T),\qquad t=cT^{5/2}F_{3/2}(\mu/T).$$

The constant $c$ cancels in $t/n$ and one factor $T$ remains. With $j=1/2$ the limit is $3T/2$.

## One dimension, and a dilute grid point

In one dimension the density of states is proportional to $\varepsilon^{-1/2}$, so $j=-1/2$. It diverges at zero energy but is integrable, and the ratio tends to $1/2$: the classical energy $T/2$ for a single direction of motion.

In a finite-temperature Thomas-Fermi calculation on a grid, the potential at each point fixes the local $\mu$ and so $\eta=\mu/T$, from which $F_{1/2}$ gives $n$ and $F_{3/2}$ gives $t$. At a point with $\eta=-10$, $e^\eta\approx4.5\times10^{-5}$, so replacing $t$ by $\tfrac32nT$ changes it by less than 0.005 per cent.

## The Lean file

```lean
import Mathlib

open MeasureTheory Set Filter Topology

namespace ThomasFermiClassicalLimit

noncomputable section

/-- Fermi-Dirac occupation at reduced energy `x` and reduced chemical potential `η`. -/
def occupation (η x : ℝ) : ℝ := 1 / (Real.exp (x - η) + 1)

/-- The Fermi integral `F_j(η)`, the integral over `x > 0` of `x ^ j` times the occupation,
for `j > -1`. -/
def fermiIntegral (j η : ℝ) : ℝ := ∫ x in Ioi (0 : ℝ), x ^ j * occupation η x

/-- Particle density of a local electron gas with density of states `c √ε`, at temperature
`T > 0` (in energy units) and local chemical potential `μ`. -/
def density (c T μ : ℝ) : ℝ :=
  ∫ ε in Ioi (0 : ℝ), c * √ε / (Real.exp ((ε - μ) / T) + 1)

/-- Kinetic energy density of the same gas, for `T > 0`: each level is weighted by its
kinetic energy `ε`. -/
def kineticDensity (c T μ : ℝ) : ℝ :=
  ∫ ε in Ioi (0 : ℝ), ε * (c * √ε) / (Real.exp ((ε - μ) / T) + 1)

/-- At energy `x ≥ 0` the occupation is at most the Boltzmann factor `exp (η - x)`, and at
least that factor divided by `1 + exp η`. -/
theorem occupation_bounds (η : ℝ) {x : ℝ} (hx : 0 ≤ x) :
    Real.exp η * Real.exp (-x) ≤ (1 + Real.exp η) * occupation η x ∧
      occupation η x ≤ Real.exp η * Real.exp (-x) := by
  have h : Real.exp (x - η) * (Real.exp η * Real.exp (-x)) = 1 := by
    rw [← Real.exp_add, ← Real.exp_add, show x - η + (η + -x) = 0 by ring, Real.exp_zero]
  have h1 : Real.exp η * Real.exp (-x) ≤ Real.exp η :=
    mul_le_of_le_one_right (Real.exp_pos η).le (Real.exp_le_one_iff.2 (by linarith))
  have h2 : 0 < Real.exp η * Real.exp (-x) := by positivity
  unfold occupation
  constructor
  · rw [mul_one_div, le_div_iff₀ (by positivity)]
    linarith
  · rw [div_le_iff₀ (by positivity)]
    linarith

private lemma boltzmann_integrable {j : ℝ} (hj : -1 < j) :
    Integrable (fun x : ℝ => x ^ j * Real.exp (-x)) (volume.restrict (Ioi 0)) := by
  have h := Real.GammaIntegral_convergent (s := j + 1) (by linarith)
  refine IntegrableOn.congr_fun h (fun x _ => ?_) measurableSet_Ioi
  simp only [add_sub_cancel_right]
  exact mul_comm _ _

private lemma boltzmann_integral {j : ℝ} (hj : -1 < j) :
    ∫ x in Ioi (0 : ℝ), x ^ j * Real.exp (-x) = Real.Gamma (j + 1) := by
  rw [Real.Gamma_eq_integral (by linarith)]
  refine setIntegral_congr_fun measurableSet_Ioi (fun x _ => ?_)
  simp only [add_sub_cancel_right]
  exact mul_comm _ _

private lemma fermi_integrable {j : ℝ} (hj : -1 < j) (η : ℝ) :
    Integrable (fun x : ℝ => x ^ j * occupation η x) (volume.restrict (Ioi 0)) := by
  have hm : Measurable (fun x : ℝ => x ^ j * occupation η x) := by
    unfold occupation
    fun_prop
  refine Integrable.mono' ((boltzmann_integrable hj).const_mul (Real.exp η))
    hm.aestronglyMeasurable (ae_restrict_of_forall_mem measurableSet_Ioi fun x hx => ?_)
  have hx' : 0 < x := hx
  have hp := Real.rpow_pos_of_pos hx' j
  have ho : 0 < occupation η x := by
    unfold occupation
    positivity
  rw [Real.norm_of_nonneg (mul_pos hp ho).le]
  have := mul_le_mul_of_nonneg_left (occupation_bounds η hx'.le).2 hp.le
  linarith

private lemma fermi_bounds {j : ℝ} (hj : -1 < j) (η : ℝ) :
    Real.exp η * Real.Gamma (j + 1) ≤ (1 + Real.exp η) * fermiIntegral j η ∧
      fermiIntegral j η ≤ Real.exp η * Real.Gamma (j + 1) := by
  have hB := (boltzmann_integrable hj).const_mul (Real.exp η)
  have hF := fermi_integrable hj η
  rw [← boltzmann_integral hj, fermiIntegral, ← integral_const_mul, ← integral_const_mul]
  constructor
  · refine setIntegral_mono_on hB (hF.const_mul _) measurableSet_Ioi fun x hx => ?_
    have := mul_le_mul_of_nonneg_left (occupation_bounds η (le_of_lt hx)).1
      (Real.rpow_pos_of_pos hx j).le
    linarith
  · refine setIntegral_mono_on hF hB measurableSet_Ioi fun x hx => ?_
    have := mul_le_mul_of_nonneg_left (occupation_bounds η (le_of_lt hx)).2
      (Real.rpow_pos_of_pos hx j).le
    linarith

private lemma fermiIntegral_pos {j : ℝ} (hj : -1 < j) (η : ℝ) : 0 < fermiIntegral j η := by
  have hG := mul_pos (Real.exp_pos η) (Real.Gamma_pos_of_pos (show 0 < j + 1 by linarith))
  have hE : 0 < 1 + Real.exp η := by positivity
  exact (mul_pos_iff_of_pos_left hE).1 (hG.trans_le (fermi_bounds hj η).1)

/-- For `j > -1` and every `η`, the ratio `F_(j+1)(η) / F_j(η)` differs from `j + 1` by at
most a factor `1 + exp η` in either direction. -/
theorem fermi_ratio_bounds {j : ℝ} (hj : -1 < j) (η : ℝ) :
    (j + 1) / (1 + Real.exp η) ≤ fermiIntegral (j + 1) η / fermiIntegral j η ∧
      fermiIntegral (j + 1) η / fermiIntegral j η ≤ (j + 1) * (1 + Real.exp η) := by
  have ha : 0 < j + 1 := by linarith
  have hF := fermiIntegral_pos hj η
  obtain ⟨l, u⟩ := fermi_bounds hj η
  obtain ⟨l', u'⟩ := fermi_bounds (show -1 < j + 1 by linarith) η
  -- the Gamma recursion is the moment relation of the Boltzmann distribution
  rw [Real.Gamma_add_one ha.ne'] at l' u'
  have hl := mul_le_mul_of_nonneg_left l ha.le
  have hu := mul_le_mul_of_nonneg_left u ha.le
  constructor
  · rw [div_le_div_iff₀ (by positivity) hF]
    linarith
  · rw [div_le_iff₀ hF]
    linarith

/-- For `j > -1`, the ratio `F_(j+1)(η) / F_j(η)` tends to `j + 1` as `η → -∞`. -/
theorem tendsto_fermi_ratio {j : ℝ} (hj : -1 < j) :
    Tendsto (fun η => fermiIntegral (j + 1) η / fermiIntegral j η) atBot (𝓝 (j + 1)) := by
  have h : Tendsto (fun η => 1 + Real.exp η) atBot (𝓝 1) := by
    simpa using Real.tendsto_exp_atBot.const_add 1
  have hl := (tendsto_const_nhds (x := j + 1)).div h one_ne_zero
  have hu := h.const_mul (j + 1)
  rw [div_one] at hl
  rw [mul_one] at hu
  exact tendsto_of_tendsto_of_tendsto_of_le_of_le hl hu
    (fun η => (fermi_ratio_bounds hj η).1) (fun η => (fermi_ratio_bounds hj η).2)

private lemma scale_integral {T : ℝ} (hT : 0 < T) (g : ℝ → ℝ) :
    ∫ x in Ioi (0 : ℝ), g x = T * ∫ x in Ioi (0 : ℝ), g (T * x) := by
  rw [integral_comp_mul_left_Ioi g 0 hT, mul_zero, smul_eq_mul, mul_inv_cancel_left₀ hT.ne']

/-- For `c, T > 0` the kinetic energy per particle of the local electron gas is
`T F_(3/2)(μ/T) / F_(1/2)(μ/T)`. -/
theorem energy_per_particle {c T : ℝ} (hc : 0 < c) (hT : 0 < T) (μ : ℝ) :
    kineticDensity c T μ / density c T μ =
      T * (fermiIntegral (3 / 2) (μ / T) / fermiIntegral (1 / 2) (μ / T)) := by
  have hs : ∀ x : ℝ, (T * x - μ) / T = x - μ / T := fun x => by
    rw [sub_div, mul_div_cancel_left₀ _ hT.ne']
  -- measure energies in units of the temperature
  have hn : density c T μ = c * T * √T * fermiIntegral (1 / 2) (μ / T) := by
    unfold density
    refine (scale_integral hT _).trans ?_
    rw [fermiIntegral, ← integral_const_mul, ← integral_const_mul]
    refine setIntegral_congr_fun measurableSet_Ioi fun x _ => ?_
    simp only [occupation]
    rw [hs, Real.sqrt_mul hT.le, ← Real.sqrt_eq_rpow]
    ring
  have ht : kineticDensity c T μ = c * T ^ 2 * √T * fermiIntegral (3 / 2) (μ / T) := by
    unfold kineticDensity
    refine (scale_integral hT _).trans ?_
    rw [fermiIntegral, ← integral_const_mul, ← integral_const_mul]
    refine setIntegral_congr_fun measurableSet_Ioi fun x hx => ?_
    have hx' : 0 < x := hx
    have h3 : x ^ (3 / 2 : ℝ) = √x * x := by
      rw [show (3 / 2 : ℝ) = 1 / 2 + 1 by norm_num, Real.rpow_add_one hx'.ne',
        ← Real.sqrt_eq_rpow]
    simp only [occupation]
    rw [hs, Real.sqrt_mul hT.le, h3]
    ring
  have hF := fermiIntegral_pos (j := 1 / 2) (by norm_num) (μ / T)
  rw [hn, ht, ← mul_div_assoc, div_eq_div_iff (by positivity) hF.ne']
  ring

/-- For `c, T > 0` the kinetic energy per particle differs from `3T/2` by at most a factor
`1 + exp (μ/T)` in either direction. -/
theorem energy_per_particle_bounds {c T : ℝ} (hc : 0 < c) (hT : 0 < T) (μ : ℝ) :
    3 / 2 * T / (1 + Real.exp (μ / T)) ≤ kineticDensity c T μ / density c T μ ∧
      kineticDensity c T μ / density c T μ ≤ 3 / 2 * T * (1 + Real.exp (μ / T)) := by
  have h := fermi_ratio_bounds (j := 1 / 2) (by norm_num) (μ / T)
  rw [show (1 / 2 : ℝ) + 1 = 3 / 2 by norm_num] at h
  rw [energy_per_particle hc hT, mul_comm (3 / 2 : ℝ) T, mul_div_assoc, mul_assoc]
  exact ⟨mul_le_mul_of_nonneg_left h.1 hT.le, mul_le_mul_of_nonneg_left h.2 hT.le⟩

/-- Classical limit of finite-temperature Thomas-Fermi theory: for `c, T > 0`, the kinetic
energy per particle tends to `3T/2` as the local chemical potential tends to `-∞`. -/
theorem tendsto_energy_per_particle {c T : ℝ} (hc : 0 < c) (hT : 0 < T) :
    Tendsto (fun μ => kineticDensity c T μ / density c T μ) atBot (𝓝 (3 / 2 * T)) := by
  have h := tendsto_fermi_ratio (j := 1 / 2) (by norm_num)
  rw [show (1 / 2 : ℝ) + 1 = 3 / 2 by norm_num] at h
  have hμ : Tendsto (fun μ : ℝ => μ / T) atBot atBot := tendsto_id.atBot_div_const hT
  rw [mul_comm (3 / 2 : ℝ) T]
  exact ((h.comp hμ).const_mul T).congr fun μ => (energy_per_particle hc hT μ).symm

end

end ThomasFermiClassicalLimit
```

```lean
#print axioms ThomasFermiClassicalLimit.energy_per_particle_bounds
#print axioms ThomasFermiClassicalLimit.tendsto_energy_per_particle
```

```
'ThomasFermiClassicalLimit.energy_per_particle_bounds' depends on axioms: [propext, Classical.choice, Quot.sound]
'ThomasFermiClassicalLimit.tendsto_energy_per_particle' depends on axioms: [propext, Classical.choice, Quot.sound]
```

## From the pointwise bound to the physical limit

`occupation_bounds` is the comparison of $f_\eta$ with $b$. Its auxiliary facts are $e^{x-\eta}b=1$, $b\le e^\eta$ and $b>0$. Once the denominator is cleared, the two claims read $1+b\le1+e^\eta$ and $1\le1+b$, and `linarith` closes them.

`boltzmann_integrable` and `boltzmann_integral` take the classical moments from Mathlib's Gamma integral. `fermi_integrable` obtains convergence of the Fermi integral by domination with $e^\eta x^je^{-x}$. `fermi_bounds` then integrates the pointwise inequalities with `setIntegral_mono_on`, and its lower half gives `fermiIntegral_pos`, which permits division by $F_j$.

In `fermi_ratio_bounds`, `fermi_bounds` is used at $j$ and at $j+1$, and `Real.Gamma_add_one` supplies the recursion. After multiplication by the positive denominators, each bound on the ratio is a linear combination of the inequalities at hand. `tendsto_fermi_ratio` is the squeeze between the two outer expressions.

`scale_integral` is the substitution $\varepsilon=Tx$. Inside `energy_per_particle`, the steps `hn` and `ht` are the formulas for $n$ and $t$, with $T^{3/2}$ written as `T * √T` and $T^{5/2}$ as `T ^ 2 * √T`. `energy_per_particle_bounds` multiplies the ratio bounds at $j=1/2$ by $T$. `tendsto_energy_per_particle` composes the limit of the ratio with $\mu/T\to-\infty$, which holds because $T$ is fixed and positive.
